# The six Pauli eigenstates, written with a common phase on the X and Y states, have unit norm

The lemma concerns six explicit vectors in ℂ², the eigenstates of the Pauli matrices Z, X and Y for a single spin-1/2 or qubit. The Z states are the standard basis vectors, and the X and Y states carry the prefactor (1 + i)/2, whose modulus is 1/√2. The lemma says that each vector ψ satisfies ⟨ψ|ψ⟩ = 1; that the vectors are eigenstates is no part of the statement. The attempt treats the six cases separately, expands the inner product into its two terms, and compares real and imaginary parts with `simp` and `norm_num`.

In Lean, a first try:

```lean
import Mathlib

open Matrix
open scoped Kronecker

namespace PauliStatesUnit

noncomputable section

/-- The six eigenstates of the Pauli matrices `Z`, `X` and `Y`, with convenient phases. -/
def pauliStates : Fin 6 → Fin 2 → ℂ :=
  ![![1, 0], ![0, 1],
    ![(1 + Complex.I) / 2, (1 + Complex.I) / 2], ![(1 + Complex.I) / 2, -(1 + Complex.I) / 2],
    ![(1 + Complex.I) / 2, (Complex.I - 1) / 2], ![(1 + Complex.I) / 2, (1 - Complex.I) / 2]]

lemma pauliStates_unit (i : Fin 6) : star (pauliStates i) ⬝ᵥ pauliStates i = 1 := by
  fin_cases i <;>
    simp [pauliStates, dotProduct, Fin.sum_univ_two, Complex.ext_iff] <;> norm_num

end

end PauliStatesUnit
```

Compiling this gives:

```
Main.lean:16:82: error: unsolved goals
case «2»
⊢ ((1 + -Complex.I) / (starRingEnd ℂ) 2).re * (1 / 2) - ((1 + -Complex.I) / (starRingEnd ℂ) 2).im * (1 / 2) +
        (((1 + -Complex.I) / (starRingEnd ℂ) 2).re * (1 / 2) - ((1 + -Complex.I) / (starRingEnd ℂ) 2).im * (1 / 2)) =
      1 ∧
    ((1 + -Complex.I) / (starRingEnd ℂ) 2).re * (1 / 2) + ((1 + -Complex.I) / (starRingEnd ℂ) 2).im * (1 / 2) = 0

case «3»
⊢ ((1 + -Complex.I) / (starRingEnd ℂ) 2).re * (1 / 2) - ((1 + -Complex.I) / (starRingEnd ℂ) 2).im * (1 / 2) +
        (-(((Complex.I + -1) / (starRingEnd ℂ) 2).re * (1 / 2)) + ((Complex.I + -1) / (starRingEnd ℂ) 2).im * (1 / 2)) =
      1 ∧
    ((1 + -Complex.I) / (starRingEnd ℂ) 2).re * (1 / 2) + ((1 + -Complex.I) / (starRingEnd ℂ) 2).im * (1 / 2) +
        (-(((Complex.I + -1) / (starRingEnd ℂ) 2).re * (1 / 2)) +
          -(((Complex.I + -1) / (starRingEnd ℂ) 2).im * (1 / 2))) =
      0

case «4»
⊢ ((1 + -Complex.I) / (starRingEnd ℂ) 2).re * (1 / 2) - ((1 + -Complex.I) / (starRingEnd ℂ) 2).im * (1 / 2) +
        (-(((-Complex.I - 1) / (starRingEnd ℂ) 2).re * (1 / 2)) - ((-Complex.I - 1) / (starRingEnd ℂ) 2).im * (1 / 2)) =
      1 ∧
    ((1 + -Complex.I) / (starRingEnd ℂ) 2).re * (1 / 2) + ((1 + -Complex.I) / (starRingEnd ℂ) 2).im * (1 / 2) +
        (((-Complex.I - 1) / (starRingEnd ℂ) 2).re * (1 / 2) + -(((-Complex.I - 1) / (starRingEnd ℂ) 2).im * (1 / 2))) =
      0

case «5»
⊢ ((1 + -Complex.I) / (starRingEnd ℂ) 2).re * (1 / 2) - ((1 + -Complex.I) / (starRingEnd ℂ) 2).im * (1 / 2) +
        (((1 + Complex.I) / (starRingEnd ℂ) 2).re * (1 / 2) + ((1 + Complex.I) / (starRingEnd ℂ) 2).im * (1 / 2)) =
      1 ∧
    ((1 + -Complex.I) / (starRingEnd ℂ) 2).re * (1 / 2) + ((1 + -Complex.I) / (starRingEnd ℂ) 2).im * (1 / 2) +
        (-(((1 + Complex.I) / (starRingEnd ℂ) 2).re * (1 / 2)) + ((1 + Complex.I) / (starRingEnd ℂ) 2).im * (1 / 2)) =
      0
```

Cause. The error lists four unsolved goals, cases 2 to 5, which are the X and Y states. The two Z states have no fractions in their entries, and their cases close.

In the other four, complex conjugation has been carried into the numerator and denominator of each conjugated entry, so that the denominator reads `(starRingEnd ℂ) 2`, the conjugate of 2. This is equal to 2, but the calls to `simp` and `norm_num` left it as it stood. The real and imaginary parts of those quotients therefore stayed unevaluated, while those of the unconjugated entries had already become numbers such as `1 / 2`. The remaining equations are true, but the arithmetic could not be finished.

The repair proves the missing equation as `h2`, using `map_ofNat`, which says that a ring homomorphism such as conjugation preserves numerals. Adding `h2` to the `simp` list lets the denominators be rewritten to 2, after which the real and imaginary parts can be computed and all six cases close.

Lean accepts the file once it reads:

```diff
@@ -15,6 +15,7 @@
 
 lemma pauliStates_unit (i : Fin 6) : star (pauliStates i) ⬝ᵥ pauliStates i = 1 := by
+  have h2 : (starRingEnd ℂ) 2 = 2 := map_ofNat _ 2
   fin_cases i <;>
-    simp [pauliStates, dotProduct, Fin.sum_univ_two, Complex.ext_iff] <;> norm_num
+    simp [pauliStates, dotProduct, Fin.sum_univ_two, Complex.ext_iff, h2] <;> norm_num
 
 end
```
